# The bias of the single-time Hadamard-test energy is at most $t^2\|H\|^3/6$ for a bounded Hamiltonian

Let $H$ be a bounded self-adjoint operator on a complex Hilbert space, $v$ a unit vector and $t>0$, with $\hbar=1$, the inner product $\langle\cdot,\cdot\rangle$ linear in its second argument, and $\|H\|$ the operator norm. The energy is $\langle v,Hv\rangle$, its estimate from one evolution time is $-\operatorname{Im}\langle v,e^{-itH}v\rangle/t$, and the Lean file below proves that the two differ by at most $t^2\|H\|^3/6$.

```lean
import Mathlib

open Complex

namespace HadamardTestEnergy

noncomputable section

variable {E : Type*} [NormedAddCommGroup E] [InnerProductSpace ℂ E]

/-- The squared norm of `(v - i U v) / 2` minus that of `(v + i U v) / 2`. For unitary `U` and a
unit vector `v` this is the probability of the ancilla outcome 0 minus that of the outcome 1 in the
Hadamard test with phase gate. -/
def ancillaSignal (U : E →L[ℂ] E) (v : E) : ℝ :=
  ‖(1 / 2 : ℂ) • (v - I • U v)‖ ^ 2 - ‖(1 / 2 : ℂ) • (v + I • U v)‖ ^ 2

/-- The propagator `exp(-itH)`. -/
def evolution (H : E →L[ℂ] E) (t : ℝ) : E →L[ℂ] E :=
  NormedSpace.exp ((t : ℂ) • ((-I) • H))

/-- The energy expectation value, as the real part of `⟨v, H v⟩`. -/
def energy (H : E →L[ℂ] E) (v : E) : ℝ := (inner ℂ v (H v)).re

/-- The energy estimate `-Im ⟨v, exp(-itH) v⟩ / t` from a single evolution time. -/
def energyEstimate (H : E →L[ℂ] E) (v : E) (t : ℝ) : ℝ :=
  -(inner ℂ v (evolution H t v)).im / t

/-- The ancilla signal of the Hadamard test is the imaginary part of `⟨v, U v⟩`. -/
theorem ancillaSignal_eq_im (U : E →L[ℂ] E) (v : E) :
    ancillaSignal U v = (inner ℂ v (U v)).im := by
  have hre : RCLike.re (inner ℂ v (I • U v)) = -(inner ℂ v (U v)).im := by
    rw [inner_smul_right]
    simp
  have hn : ‖(1 / 2 : ℂ)‖ = 1 / 2 := by norm_num
  unfold ancillaSignal
  rw [norm_smul, norm_smul, mul_pow, mul_pow, norm_sub_sq (𝕜 := ℂ), norm_add_sq (𝕜 := ℂ),
    hre, hn]
  ring

/-- A function that starts at zero is bounded by `B` at later times if its rate of change is
bounded by that of `B`, which also starts at zero. -/
theorem abs_le_of_rate_le {f f' B B' : ℝ → ℝ} (hf : ∀ s, HasDerivAt f (f' s) s)
    (hB : ∀ s, HasDerivAt B (B' s) s) (f0 : f 0 = 0) (B0 : B 0 = 0)
    (h : ∀ s, 0 ≤ s → |f' s| ≤ B' s) : ∀ s, 0 ≤ s → |f s| ≤ B s := by
  have key : ∀ g g' : ℝ → ℝ, (∀ s, HasDerivAt g (g' s) s) → g 0 = 0 →
      (∀ s, 0 ≤ s → 0 ≤ g' s) → ∀ s, 0 ≤ s → 0 ≤ g s := by
    intro g g' hg g0 hp s hs
    have hm : MonotoneOn g (Set.Ici 0) :=
      monotoneOn_of_deriv_nonneg (convex_Ici 0)
        (fun x _ => (hg x).continuousAt.continuousWithinAt)
        (fun x _ => (hg x).differentiableAt.differentiableWithinAt)
        (fun x hx => by
          rw [(hg x).deriv]
          exact hp x (interior_subset hx))
    have h1 := hm (Set.mem_Ici.2 le_rfl) (Set.mem_Ici.2 hs) hs
    linarith
  intro s hs
  -- both `B - f` and `B + f` grow from zero
  have h1 := key (fun s => B s - f s) (fun s => B' s - f' s)
    (fun s => (hB s).fun_sub (hf s)) (by simp [f0, B0])
    (fun s hs => by linarith [(abs_le.1 (h s hs)).2]) s hs
  have h2 := key (fun s => B s + f s) (fun s => B' s + f' s)
    (fun s => (hB s).fun_add (hf s)) (by simp [f0, B0])
    (fun s hs => by linarith [(abs_le.1 (h s hs)).1]) s hs
  exact abs_le.2 ⟨by linarith, by linarith⟩

variable [CompleteSpace E]

/-- The evolved state obeys the Schrödinger equation `dψ/dt = -i H ψ`. -/
theorem schrodinger (H : E →L[ℂ] E) (v : E) (t : ℝ) :
    HasDerivAt (fun s : ℝ => evolution H s v) ((-I) • H (evolution H t v)) t := by
  have h := hasDerivAt_exp_smul_const' (𝕂 := ℂ) (x := (-I) • H) (t := (t : ℂ))
  have h1 := h.clm_apply (hasDerivAt_const (t : ℂ) v)
  have hc : HasDerivAt (fun s : ℝ => (s : ℂ)) 1 t := (hasDerivAt_id (t : ℂ)).comp_ofReal
  have h2 := HasDerivAt.scomp (x := t) (hg := h1) (hh := hc)
  exact h2.congr_deriv (by simp [evolution])

/-- Evolution under a self-adjoint Hamiltonian conserves the norm of the state. -/
theorem norm_evolution {H : E →L[ℂ] E} (hH : IsSelfAdjoint H) (v : E) (t : ℝ) :
    ‖evolution H t v‖ = ‖v‖ := by
  have hd : ∀ s : ℝ, HasDerivAt
      (fun s : ℝ => inner ℂ (evolution H s v) (evolution H s v)) 0 s := by
    intro s
    have hs : inner ℂ (H (evolution H s v)) (evolution H s v)
        = inner ℂ (evolution H s v) (H (evolution H s v)) := hH.isSymmetric _ _
    refine (HasDerivAt.inner ℂ (schrodinger H v s) (schrodinger H v s)).congr_deriv ?_
    rw [inner_smul_right, inner_smul_left, hs]
    simp
  have h := is_const_of_deriv_eq_zero (fun s => (hd s).differentiableAt)
    (fun s => (hd s).deriv) t 0
  have h0 : evolution H 0 v = v := by simp [evolution]
  simp only [h0] at h
  rw [inner_self_eq_norm_sq_to_K, inner_self_eq_norm_sq_to_K] at h
  have h2 : ‖evolution H t v‖ ^ 2 = ‖v‖ ^ 2 := by exact_mod_cast h
  exact (sq_eq_sq₀ (norm_nonneg _) (norm_nonneg _)).1 h2

/-- For self-adjoint `H`, the overlap `⟨w, ψ(t)⟩` of a fixed vector `w` with the evolved state
changes at the rate `-i ⟨H w, ψ(t)⟩`. -/
theorem hasDerivAt_overlap {H : E →L[ℂ] E} (hH : IsSelfAdjoint H) (w v : E) (t : ℝ) :
    HasDerivAt (fun s : ℝ => inner ℂ w (evolution H s v))
      (-I * inner ℂ (H w) (evolution H t v)) t := by
  have hs : inner ℂ (H w) (evolution H t v) = inner ℂ w (H (evolution H t v)) :=
    hH.isSymmetric _ _
  refine (HasDerivAt.inner ℂ (hasDerivAt_const t w) (schrodinger H v t)).congr_deriv ?_
  rw [hs, inner_smul_right, inner_zero_left, add_zero]

/-- For self-adjoint `H`, a unit vector and `t > 0`, the single-time estimate differs from the
energy by at most `t² ‖H‖³ / 6`. -/
theorem energyEstimate_error {H : E →L[ℂ] E} (hH : IsSelfAdjoint H) {v : E} (hv : ‖v‖ = 1)
    {t : ℝ} (ht : 0 < t) :
    |energyEstimate H v t - energy H v| ≤ t ^ 2 * ‖H‖ ^ 3 / 6 := by
  have h0 : evolution H 0 v = v := by simp [evolution]
  have him : ∀ (w : E) (s : ℝ), HasDerivAt (fun s : ℝ => (inner ℂ w (evolution H s v)).im)
      (-(inner ℂ (H w) (evolution H s v)).re) s := fun w s =>
    (Complex.imCLM.hasFDerivAt.comp_hasDerivAt s (hasDerivAt_overlap hH w v s)).congr_deriv
      (by simp)
  have hre : ∀ (w : E) (s : ℝ), HasDerivAt (fun s : ℝ => (inner ℂ w (evolution H s v)).re)
      (inner ℂ (H w) (evolution H s v)).im s := fun w s =>
    (Complex.reCLM.hasFDerivAt.comp_hasDerivAt s (hasDerivAt_overlap hH w v s)).congr_deriv
      (by simp)
  -- the third derivative is bounded by the cube of the operator norm
  have b3 : ∀ s : ℝ, 0 ≤ s → |-(inner ℂ (H (H (H v))) (evolution H s v)).re| ≤ ‖H‖ ^ 3 := by
    intro s _
    have hn : ‖H (H (H v))‖ ≤ ‖H‖ * (‖H‖ * (‖H‖ * ‖v‖)) :=
      H.le_opNorm_of_le (H.le_opNorm_of_le (H.le_opNorm v))
    have hi := norm_inner_le_norm (𝕜 := ℂ) (H (H (H v))) (evolution H s v)
    rw [norm_evolution hH, hv, mul_one] at hi
    rw [hv] at hn
    rw [abs_neg]
    calc _ ≤ _ := Complex.abs_re_le_norm _
      _ ≤ _ := hi
      _ ≤ _ := hn
      _ = ‖H‖ ^ 3 := by ring
  -- the second derivative vanishes at time zero because `⟨H v, H v⟩` is real
  have z2 : (inner ℂ (H (H v)) (evolution H 0 v)).im = 0 := by
    have hs : inner ℂ (H (H v)) v = inner ℂ (H v) (H v) := hH.isSymmetric _ _
    rw [h0, hs]
    exact inner_self_im (𝕜 := ℂ) (H v)
  have z1 : (inner ℂ (H v) (evolution H 0 v)).re - energy H v = 0 := by
    have hs : inner ℂ (H v) v = inner ℂ v (H v) := hH.isSymmetric _ _
    rw [h0, hs, energy, sub_self]
  have z0 : -(inner ℂ v (evolution H 0 v)).im - 0 * energy H v = 0 := by
    have hs : (inner ℂ v v).im = 0 := inner_self_im (𝕜 := ℂ) v
    rw [h0, hs]
    ring
  -- integrate the bound three times
  have b2 := abs_le_of_rate_le (B := fun s => ‖H‖ ^ 3 * s) (B' := fun _ => ‖H‖ ^ 3)
    (him (H (H v))) (fun s => ((hasDerivAt_id s).const_mul (‖H‖ ^ 3)).congr_deriv (by simp))
    z2 (by simp) b3
  have b1 := abs_le_of_rate_le (B := fun s => ‖H‖ ^ 3 / 2 * s ^ 2)
    (fun s => (hre (H v) s).sub_const (energy H v))
    (fun s => ((hasDerivAt_pow 2 s).const_mul (‖H‖ ^ 3 / 2)).congr_deriv
      (by norm_num; ring)) z1 (by simp) b2
  have b0 := abs_le_of_rate_le (B := fun s => ‖H‖ ^ 3 / 6 * s ^ 3)
    (f := fun s => -(inner ℂ v (evolution H s v)).im - s * energy H v)
    (fun s => ((him v s).fun_neg.fun_sub
      ((hasDerivAt_id s).mul_const (energy H v))).congr_deriv (by simp))
    (fun s => ((hasDerivAt_pow 3 s).const_mul (‖H‖ ^ 3 / 6)).congr_deriv
      (by norm_num; ring)) z0 (by simp) b1 t ht.le
  have e : energyEstimate H v t - energy H v
      = (-(inner ℂ v (evolution H t v)).im - t * energy H v) / t := by
    unfold energyEstimate
    field_simp
  rw [e, abs_div, abs_of_pos ht, div_le_iff₀ ht]
  refine b0.trans (le_of_eq ?_)
  ring

/-- For a normalised eigenstate with eigenvalue `l` the estimate is `sin(l t) / t`. -/
theorem energyEstimate_eigenstate {H : E →L[ℂ] E} (hH : IsSelfAdjoint H) {v : E}
    (hv : ‖v‖ = 1) {l : ℝ} (hl : H v = (l : ℂ) • v) (t : ℝ) :
    energyEstimate H v t = Real.sin (l * t) / t := by
  -- the overlap times the opposite phase is constant in time
  have hd : ∀ s : ℝ, HasDerivAt (fun s : ℝ => Complex.exp ((s : ℂ) * (I * l)) *
      inner ℂ v (evolution H s v)) 0 s := by
    intro s
    have hc : HasDerivAt (fun s : ℝ => (s : ℂ)) 1 s := (hasDerivAt_id (s : ℂ)).comp_ofReal
    refine ((hc.mul_const (I * (l : ℂ))).cexp.fun_mul
      (hasDerivAt_overlap hH v v s)).congr_deriv ?_
    rw [hl, inner_smul_left, Complex.conj_ofReal]
    ring
  have h := is_const_of_deriv_eq_zero (fun s => (hd s).differentiableAt)
    (fun s => (hd s).deriv) t 0
  have h0 : evolution H 0 v = v := by simp [evolution]
  have h1 : inner ℂ v v = (1 : ℂ) := by
    rw [inner_self_eq_norm_sq_to_K, hv]
    simp
  simp only [h0, h1, Complex.ofReal_zero, zero_mul, Complex.exp_zero, mul_one] at h
  have h2 : inner ℂ v (evolution H t v) = Complex.exp (((-(l * t) : ℝ) : ℂ) * I) := by
    have h3 : ((-(l * t) : ℝ) : ℂ) * I = -((t : ℂ) * (I * l)) := by
      push_cast
      ring
    rw [h3, Complex.exp_neg]
    exact eq_inv_of_mul_eq_one_right h
  rw [energyEstimate, h2, Complex.exp_ofReal_mul_I_im, Real.sin_neg, neg_neg]

/-- For self-adjoint `H ≠ 0`, a normalised eigenstate with eigenvalue `‖H‖` and any `c < 1/6`, the
error of the estimate exceeds `c t² ‖H‖³` at some time `t > 0`. -/
theorem energyEstimate_error_sharp {H : E →L[ℂ] E} (hH : IsSelfAdjoint H) (hne : H ≠ 0)
    {v : E} (hv : ‖v‖ = 1) (hl : H v = (‖H‖ : ℂ) • v) {c : ℝ} (hc : c < 1 / 6) :
    ∃ t : ℝ, 0 < t ∧ c * t ^ 2 * ‖H‖ ^ 3 < |energyEstimate H v t - energy H v| := by
  have hL : 0 < ‖H‖ := norm_pos_iff.2 hne
  have he : energy H v = ‖H‖ := by
    rw [energy, hl, inner_smul_right, inner_self_eq_norm_sq_to_K, hv]
    simp
  obtain ⟨x, hx0, hx1, hxc⟩ : ∃ x : ℝ, 0 < x ∧ x ≤ 1 ∧ x ≤ 1 / 6 - c :=
    ⟨min 1 (1 / 6 - c), lt_min one_pos (by linarith), min_le_left _ _, min_le_right _ _⟩
  -- the cubic term of the sine dominates at short times
  have hsin : c * x ^ 3 < x - Real.sin x := by
    have hb := Real.sin_bound (x := x) (abs_le.2 ⟨by linarith, hx1⟩)
    rw [abs_of_pos hx0] at hb
    nlinarith [(abs_le.1 hb).2, mul_nonneg (pow_pos hx0 3).le (sub_nonneg.2 hxc),
      pow_pos hx0 4]
  refine ⟨x / ‖H‖, div_pos hx0 hL, ?_⟩
  rw [energyEstimate_eigenstate hH hv hl, he]
  generalize ‖H‖ = L at hL
  have e1 : L * (x / L) = x := by field_simp
  have e2 : c * (x / L) ^ 2 * L ^ 3 = L / x * (c * x ^ 3) := by field_simp
  have e3 : Real.sin x / (x / L) - L = -(L / x * (x - Real.sin x)) := by
    field_simp
    ring
  rw [e1, e2, e3, abs_neg]
  exact (mul_lt_mul_of_pos_left hsin (div_pos hL hx0)).trans_le (le_abs_self _)

end

end HadamardTestEnergy
```

```lean
#print axioms HadamardTestEnergy.ancillaSignal_eq_im
#print axioms HadamardTestEnergy.energyEstimate_error
#print axioms HadamardTestEnergy.energyEstimate_error_sharp
```

```
'HadamardTestEnergy.ancillaSignal_eq_im' depends on axioms: [propext, Classical.choice, Quot.sound]
'HadamardTestEnergy.energyEstimate_error' depends on axioms: [propext, Classical.choice, Quot.sound]
'HadamardTestEnergy.energyEstimate_error_sharp' depends on axioms: [propext, Classical.choice, Quot.sound]
```

## The error bound and its constant

The main theorem is `energyEstimate_error`. Its space `E` is a complex inner product space, and `[CompleteSpace E]` makes it a Hilbert space of any dimension. The Hamiltonian is a continuous linear map `H : E →L[ℂ] E`. The hypothesis `IsSelfAdjoint H` makes it an observable, and `‖v‖ = 1` normalises the state. A Hermitian matrix acting on $\mathbb{C}^n$ with the Euclidean norm is the finite-dimensional case, in which `‖H‖` is the largest absolute value of an eigenvalue.

The propagator `evolution H t` is the operator exponential $e^{-itH}$. The definition `energy` takes the real part of $\langle v,Hv\rangle$, which loses nothing here because the expectation value of a self-adjoint operator is real.

The theorem `energyEstimate_error_sharp` concerns the constant. If $H\neq0$ has a normalised eigenstate with eigenvalue $\|H\|$, then for every $c<1/6$ there is a time $t>0$ at which the error exceeds $c\,t^2\|H\|^3$. The factor $1/6$ therefore can't be lowered in a bound that is to hold for all such Hamiltonians, states and times.

## What the ancilla measures

In the Hadamard test, the ancilla is prepared in $(|0\rangle-i|1\rangle)/\sqrt2$, controls the application of $U$ to $v$, and passes through a final Hadamard gate. The joint state is then

$$|0\rangle\otimes\tfrac12(v-iUv)+|1\rangle\otimes\tfrac12(v+iUv).$$

The definition `ancillaSignal` starts from these two branches and takes the difference of their squared norms; the circuit itself is not modelled. When the squares are expanded, $\|v\|^2$ and $\|Uv\|^2$ cancel and the cross terms remain:

$$\tfrac14\|v-iUv\|^2-\tfrac14\|v+iUv\|^2=-\operatorname{Re}\langle v,iUv\rangle=\operatorname{Im}\langle v,Uv\rangle.$$

This is `ancillaSignal_eq_im`. The identity holds for any bounded $U$, and the squared norms are probabilities when $U$ is unitary and $v$ is normalised. With $U=e^{-itH}$, the energy estimate is minus the signal divided by $t$.

The bound applies to the exact propagator and the exact outcome probabilities. Errors from Trotterisation, gate noise and a finite number of shots come on top of it. Hamiltonians in a finite basis or on qubits are covered, while the unbounded molecular Hamiltonian in continuous space is not.

## Three derivatives of the overlap

Write $\psi(s)=e^{-isH}v$, so that $\psi(0)=v$ and $\psi'(s)=-iH\psi(s)$. This is `schrodinger`, obtained from Mathlib's derivative of the exponential and the chain rule for a real time parameter.

The norm is conserved because $H$ is self-adjoint:

$$\frac{d}{ds}\langle\psi,\psi\rangle=-i\langle\psi,H\psi\rangle+i\langle H\psi,\psi\rangle=0.$$

In `norm_evolution` this zero derivative makes $\|\psi(s)\|^2$ constant, and hence $\|\psi(s)\|=\|v\|$.

For a fixed vector $w$, self-adjointness also moves $H$ to the left of the inner product:

$$\frac{d}{ds}\langle w,\psi(s)\rangle=-i\langle w,H\psi(s)\rangle=-i\langle Hw,\psi(s)\rangle.$$

This is `hasDerivAt_overlap`. Its imaginary and real parts, called `him` and `hre` in the main proof, are

$$\frac{d}{ds}\operatorname{Im}\langle w,\psi\rangle=-\operatorname{Re}\langle Hw,\psi\rangle,\qquad
\frac{d}{ds}\operatorname{Re}\langle w,\psi\rangle=\operatorname{Im}\langle Hw,\psi\rangle.$$

Now let $\epsilon=\langle v,Hv\rangle$ and $f(s)=-\operatorname{Im}\langle v,\psi(s)\rangle-s\epsilon$. Applying the two rules in turn gives

$$\begin{aligned}
f'(s)&=\operatorname{Re}\langle Hv,\psi(s)\rangle-\epsilon,\\
f''(s)&=\operatorname{Im}\langle H^2v,\psi(s)\rangle,\\
f'''(s)&=-\operatorname{Re}\langle H^3v,\psi(s)\rangle.
\end{aligned}$$

At $s=0$ the functions $f$, $f'$ and $f''$ vanish:

- $f(0)=-\operatorname{Im}\langle v,v\rangle=0$, which is `z0`.
- $f'(0)=\operatorname{Re}\langle Hv,v\rangle-\epsilon=0$, which is `z1`.
- $f''(0)=\operatorname{Im}\langle H^2v,v\rangle=\operatorname{Im}\langle Hv,Hv\rangle=0$, which is `z2`.

The last line is the reason that the error in the energy has no term of first order in $t$. The third derivative is bounded by the Cauchy–Schwarz inequality and norm conservation, which is `b3`:

$$|f'''(s)|\le\|H^3v\|\,\|\psi(s)\|\le\|H\|^3.$$

## From the third derivative to the energy error

The lemma `abs_le_of_rate_le` replaces integration. Suppose that a function $g$ (`f` in the lemma) satisfies $g(0)=B(0)=0$ and $|g'|\le B'$ for $s\ge0$. Then $B-g$ and $B+g$ have non-negative derivatives and start at zero, so both stay non-negative, which means $|g|\le B$. Three applications, `b2`, `b1` and `b0`, give for $s\ge0$

$$|f''(s)|\le\|H\|^3s,\qquad |f'(s)|\le\tfrac12\|H\|^3s^2,\qquad |f(s)|\le\tfrac16\|H\|^3s^3.$$

The error of the estimate is $f(t)/t$. Dividing the last bound at $s=t$ by $t$ yields $t^2\|H\|^3/6$.

## Eigenstates and the factor 1/6

Let $Hv=\lambda v$ with $\lambda$ real (`l` in the file). The product $e^{i\lambda s}\langle v,\psi(s)\rangle$ has derivative

$$i\lambda e^{i\lambda s}\langle v,\psi(s)\rangle-ie^{i\lambda s}\langle\lambda v,\psi(s)\rangle=0,$$

so it keeps its initial value 1. Hence $\langle v,\psi(t)\rangle=e^{-i\lambda t}$, and the estimate is $\sin(\lambda t)/t$, as `energyEstimate_eigenstate` states.

For $\lambda=\|H\|>0$, set $x=\|H\|t$. The error and the proposed bound become

$$\left|\frac{\sin x}{t}-\|H\|\right|=\frac{\|H\|}{x}(x-\sin x),\qquad
c\,t^2\|H\|^3=\frac{\|H\|}{x}\,c\,x^3.$$

It remains to find $x>0$ with $cx^3<x-\sin x$. For $0<x\le1$ the Taylor expansion gives $x-\sin x\ge x^3/6-Kx^4$ with a constant $K<1$; the file takes this from `Real.sin_bound`. Choose $x=\min(1,\,1/6-c)$. Then $(1/6-c)x^3\ge x^4>Kx^4$, and therefore $x-\sin x>cx^3$. The required time is $t=x/\|H\|$.

## Choosing the evolution time in a calculation

On a quantum computer, $N$ repetitions of the circuit with $N_0$ and $N_1$ ancilla outcomes give the energy estimate $-(N_0-N_1)/(Nt)$. To keep the bias below a tolerance $\delta>0$ when $H\neq0$, it suffices to take

$$t\le\sqrt{6\delta/\|H\|^3}.$$

For $\|H\|=1$ and $\delta=10^{-3}$, this allows $t\approx0.077$. A shorter time lowers the bound on the bias, but short times amplify the sampling noise. For independent shots the standard error of the estimate is $\sqrt{1-m^2}/(t\sqrt N)$ with $m=\operatorname{Im}\langle v,e^{-itH}v\rangle$, which is close to $1/(t\sqrt N)$ when $t\|H\|$ is small.

For a qubit Hamiltonian written as a sum of Pauli strings with real coefficients, the sum of the absolute coefficients is an upper bound on $\|H\|$ and can take its place. A real multiple $a$ of the identity can be left out of the evolution and added to the result. The norm that enters the bound is then that of $H-a$, which is smallest when $a$ lies midway between the lowest and the highest eigenvalue of $H$. Leaving out only the nuclear repulsion energy can increase the norm, because this energy is positive while electronic energies are typically negative.

In a classical simulation with NumPy and SciPy's `expm`, the estimate for a small matrix is `-np.vdot(v, expm(-1j*t*H) @ v).imag / t`, and `np.linalg.norm(H, 2)` gives the operator norm. For a Hermitian matrix and a normalised vector, the estimate should differ from `np.vdot(v, H @ v).real` by no more than the bound, up to rounding. A wrong sign in the exponent reverses the sign of the estimate, which this comparison reveals if the energy is nonzero and $t$ is small enough.
